# Displaced harmonic oscillators of equal frequency have Poisson Franck–Condon factors from the ground state

To simulate the vibrational progression of an absorption band, one often describes a harmonic mode that keeps its frequency by a single number, the Huang–Rhys factor S, and gives the line from the vibrational ground state to n final quanta the weight

F_n = e^(−S) Sⁿ / n!

A program can start from F_0 = e^(−S), apply F_(n+1) = F_n · S/(n+1), and place line n at n vibrational quanta above the 0–0 line. For S = 1 the first weights are 0.368, 0.368, 0.184 and 0.061. The recursion can stop when the running sum is close enough to 1, since the remainder is the total weight left out.

The theorems below hold for every natural number n and every real displacement. Their physical assumptions sit in the definitions. What is said about dropping an assumption is ordinary physics, not part of the checked file.

## A transition dipole that does not depend on the geometry

If the electronic transition dipole is constant along the mode, it factors out of the transition amplitude and leaves the overlap of two vibrational states. This is the Condon approximation. It enters through the definition `franckCondon`, the squared overlap integral, and is used in the proof only when `franckCondon_poisson` unfolds that definition. If the dipole varies with geometry, matrix elements of x also contribute, and the intensities need not follow the squared overlaps.

Lengths are in units of √(ħ/(2mω)), the root-mean-square width of the ground state, and energies in units of ħω. The states are

ψ_n(x) = He_n(x) e^(−x²/4) / √(n! √(2π))

Here He_n is the probabilists' Hermite polynomial; `He n` is Mathlib's integer polynomial with its coefficients read as real numbers. The final-state potential x²/4 is centred at 0, and the initial ground state at D. `huangRhys D` is the final potential at that displacement, S = D²/4. A program that uses the dimensionless displacement q = D/√2 has S = q²/2.

```lean
import Mathlib

open MeasureTheory Polynomial

namespace FranckCondon

noncomputable section

/-- The probabilists' Hermite polynomial `He_n` with real coefficients. -/
def He (n : ℕ) : ℝ[X] := (hermite n).map (Int.castRingHom ℝ)

/-- The `n`-th harmonic-oscillator state, with lengths in units of the root-mean-square width
of the ground state. -/
def psi (n : ℕ) (x : ℝ) : ℝ :=
  (He n).eval x * Real.exp (-x ^ 2 / 4) / √((n.factorial : ℝ) * √(2 * Real.pi))

/-- The Franck-Condon factor: the squared overlap of the `n`-th state with the ground state of
an oscillator of equal frequency displaced by `D`. -/
def franckCondon (n : ℕ) (D : ℝ) : ℝ := (∫ x : ℝ, psi n x * psi 0 (x - D)) ^ 2

/-- The Huang-Rhys factor: the potential energy `x ^ 2 / 4` at the displacement `D`, in
vibrational quanta. -/
def huangRhys (D : ℝ) : ℝ := D ^ 2 / 4
```

## A Gaussian weight of unit variance

The calculation needs a weight that decays fast enough to remove boundary terms and whose width matches the Hermite polynomials. The polynomials start from He_0 = 1 and obey

He_(n+1) = x He_n − He_n′

They also satisfy He_(n+1)′ = (n+1) He_n. For n = 0 this reads x′ = 1. For the next case, differentiate He_(n+2) = x He_(n+1) − (n+1) He_n:

He_(n+2)′ = He_(n+1) + (n+1)(x He_n − He_n′) = (n+2) He_(n+1)

The Lean induction does the same, with `linear_combination` inserting the recurrence.

```lean
/-- The raising recurrence `He_(n+1) = x He_n - He_n'`. -/
theorem He_succ (n : ℕ) : He (n + 1) = X * He n - derivative (He n) := by
  simp only [He, hermite_succ, Polynomial.map_sub, Polynomial.map_mul, Polynomial.map_X,
    Polynomial.derivative_map]

/-- Differentiation lowers the Hermite index: `He_(n+1)' = (n+1) He_n`. -/
theorem derivative_He_succ (n : ℕ) :
    derivative (He (n + 1)) = C ((n : ℝ) + 1) * He n := by
  induction n with
  | zero =>
    have h0 : He 0 = 1 := by simp [He]
    rw [He_succ, h0]
    simp
  | succ n ih =>
    have hC : (C (((n + 1 : ℕ) : ℝ) + 1) : ℝ[X]) = C ((n : ℝ) + 1) + 1 := by simp
    rw [He_succ (n + 1), derivative_sub, derivative_mul, derivative_X, ih, derivative_C_mul, hC]
    linear_combination (-C ((n : ℝ) + 1)) * He_succ n
```

For any polynomial p and real d, the product rule gives

d/dx [p e^(−(x−d)²/2)] = d · p e^(−(x−d)²/2) − (x p − p′) e^(−(x−d)²/2)

The left side integrates to zero over the line, so

∫ (x p − p′) e^(−(x−d)²/2) dx = d ∫ p e^(−(x−d)²/2) dx

Taking p = He_n raises the index by one and multiplies the integral by d. The case n = 0 is the Gaussian integral √(2π), hence

∫ He_n(x) e^(−(x−d)²/2) dx = √(2π) dⁿ

with d⁰ = 1 also at d = 0.

The decay is used in `integrable_poly_gauss`, which treats monomials under a centred Gaussian and then translates. `integral_raising` needs it to discard the total derivative and to split the integral. `integral_hermite_gauss` is the induction. With a weight e^(−a(x−d)²/2), where a > 0 and a ≠ 1, the right side of the raising identity gains the term (1−a) ∫ (x−d) p e^(−a(x−d)²/2) dx, and the simple power law is lost.

```lean
/-- A polynomial times a displaced Gaussian is integrable over the line. -/
theorem integrable_poly_gauss (p : ℝ[X]) (d : ℝ) :
    Integrable (fun x : ℝ => p.eval x * Real.exp (-(x - d) ^ 2 / 2)) := by
  -- first the centred Gaussian, monomial by monomial
  have h0 : ∀ q : ℝ[X], Integrable (fun x : ℝ => q.eval x * Real.exp (-x ^ 2 / 2)) := by
    intro q
    refine Polynomial.induction_on' q ?_ ?_
    · intro p q hp hq
      refine (hp.add hq).congr (Filter.Eventually.of_forall fun x => ?_)
      simp [add_mul]
    · intro n a
      have hn : (-1 : ℝ) < (n : ℝ) := by
        have : (0 : ℝ) ≤ (n : ℝ) := Nat.cast_nonneg n
        linarith
      have h := (integrable_rpow_mul_exp_neg_mul_sq (b := 1 / 2) (by norm_num) hn).const_mul a
      refine h.congr (Filter.Eventually.of_forall fun x => ?_)
      simp only [eval_monomial, Real.rpow_natCast]
      rw [show -(1 / 2 : ℝ) * x ^ 2 = -x ^ 2 / 2 by ring]
      ring
  -- then translate by `d`
  have h := (h0 (p.comp (X + C d))).comp_sub_right d
  refine h.congr (Filter.Eventually.of_forall fun x => ?_)
  simp [eval_comp]

/-- Under a Gaussian centred at `d`, the raising operation `p ↦ x p - p'` on polynomials
multiplies the integral by `d`. -/
theorem integral_raising (p : ℝ[X]) (d : ℝ) :
    ∫ x : ℝ, (X * p - derivative p).eval x * Real.exp (-(x - d) ^ 2 / 2)
      = d * ∫ x : ℝ, p.eval x * Real.exp (-(x - d) ^ 2 / 2) := by
  have hderiv : ∀ x : ℝ, HasDerivAt (fun y : ℝ => p.eval y * Real.exp (-(y - d) ^ 2 / 2))
      (d * (p.eval x * Real.exp (-(x - d) ^ 2 / 2))
        - (X * p - derivative p).eval x * Real.exp (-(x - d) ^ 2 / 2)) x := by
    intro x
    have h1 : HasDerivAt (fun y : ℝ => -(y - d) ^ 2 / 2) (-(x - d)) x :=
      ((((hasDerivAt_id' x).sub_const d).fun_pow 2).fun_neg.div_const 2).congr_deriv
        (by push_cast; ring)
    refine ((p.hasDerivAt x).fun_mul h1.exp).congr_deriv ?_
    simp only [eval_sub, eval_mul, eval_X]
    ring
  -- the integral of a total derivative vanishes
  have i1 := (integrable_poly_gauss p d).const_mul d
  have i2 := integrable_poly_gauss (X * p - derivative p) d
  have h := integral_eq_zero_of_hasDerivAt_of_integrable hderiv (i1.sub i2)
    (integrable_poly_gauss p d)
  rw [integral_sub i1 i2, integral_const_mul] at h
  linarith

/-- The integral of `He_n` against a Gaussian centred at `d` is `√(2π) d ^ n`. -/
theorem integral_hermite_gauss (n : ℕ) (d : ℝ) :
    ∫ x : ℝ, (He n).eval x * Real.exp (-(x - d) ^ 2 / 2) = √(2 * Real.pi) * d ^ n := by
  induction n with
  | zero =>
    have h0 : He 0 = 1 := by simp [He]
    have e : ∀ x : ℝ, -(x - d) ^ 2 / 2 = -(1 / 2) * (x - d) ^ 2 := fun x => by ring
    have h : ∫ x : ℝ, Real.exp (-(1 / 2) * (x - d) ^ 2)
        = ∫ x : ℝ, Real.exp (-(1 / 2) * x ^ 2) :=
      integral_sub_right_eq_self (fun x : ℝ => Real.exp (-(1 / 2) * x ^ 2)) d
    simp only [h0, eval_one, one_mul, pow_zero, mul_one, e]
    rw [h, integral_gaussian]
    congr 1
    ring
  | succ n ih =>
    rw [He_succ, integral_raising, ih]
    ring
```

## A harmonic potential

Harmonicity means that the restoring force is linear, and it is what makes the states polynomials times a Gaussian. Differentiating the recurrence gives Hermite's equation,

He_n″ − x He_n′ + n He_n = 0

Two derivatives of He_n e^(−x²/4) give

(He_n″ − x He_n′ − ½ He_n + ¼ x² He_n) e^(−x²/4)

Therefore

−ψ_n″ + (x²/4) ψ_n = (n + ½) ψ_n

In `schrodinger`, the auxiliary fact `env` differentiates a polynomial times the Gaussian and is applied twice; `ode` is Hermite's equation.

For the norm, write N_n = ∫ He_n² e^(−x²/2) dx and use the raising identity with d = 0 and p = He_(n+1) He_n:

0 = N_(n+1) − (n+1) N_n

Since N_0 = √(2π), N_n = n! √(2π), and ψ_n has norm 1. This is the induction `key` in `psi_normalised`.

The formula for ψ_n is thus shown to give normalised solutions of the stated equation. In an anharmonic well, such as a Morse potential, the eigenstates have another form and the Poisson weights are at best an approximation.

```lean
/-- The state `psi n` solves the oscillator's Schrödinger equation with energy `n + 1/2`
in vibrational quanta. -/
theorem schrodinger (n : ℕ) (x : ℝ) :
    -deriv (deriv (psi n)) x + x ^ 2 / 4 * psi n x = ((n : ℝ) + 1 / 2) * psi n x := by
  have env : ∀ (p : ℝ[X]) (c x : ℝ),
      HasDerivAt (fun y : ℝ => p.eval y * Real.exp (-y ^ 2 / 4) / c)
        ((derivative p - C (1 / 2) * X * p).eval x * Real.exp (-x ^ 2 / 4) / c) x := by
    intro p c x
    have h1 : HasDerivAt (fun y : ℝ => -y ^ 2 / 4) (-(x / 2)) x :=
      (((hasDerivAt_id' x).fun_pow 2).fun_neg.div_const 4).congr_deriv (by push_cast; ring)
    refine (((p.hasDerivAt x).fun_mul h1.exp).div_const c).congr_deriv ?_
    simp only [eval_sub, eval_mul, eval_X, eval_C]
    ring
  -- Hermite's differential equation
  have ode := congrArg (fun q => eval x (derivative q)) (He_succ n)
  simp only [derivative_He_succ, derivative_sub, derivative_mul, derivative_X, eval_sub,
    eval_add, eval_mul, eval_X, eval_C, eval_one] at ode
  have h1 : deriv (psi n) = fun x => (derivative (He n) - C (1 / 2) * X * He n).eval x
      * Real.exp (-x ^ 2 / 4) / √((n.factorial : ℝ) * √(2 * Real.pi)) :=
    funext fun x => (env (He n) _ x).deriv
  rw [h1, (env _ _ x).deriv]
  simp only [psi, derivative_sub, derivative_mul, derivative_X, derivative_C, eval_sub,
    eval_add, eval_mul, eval_X, eval_C, eval_one, eval_zero]
  linear_combination
    (-(Real.exp (-x ^ 2 / 4) / √((n.factorial : ℝ) * √(2 * Real.pi)))) * ode

/-- The oscillator states are normalised. -/
theorem psi_normalised (n : ℕ) : ∫ x : ℝ, psi n x ^ 2 = 1 := by
  have key : ∫ x : ℝ, (He n * He n).eval x * Real.exp (-(x - 0) ^ 2 / 2)
      = (n.factorial : ℝ) * √(2 * Real.pi) := by
    induction n with
    | zero =>
      have h0 : He 0 = 1 := by simp [He]
      have h := integral_hermite_gauss 0 0
      rw [h0] at h ⊢
      simpa only [mul_one, pow_zero, Nat.factorial_zero, Nat.cast_one, one_mul] using h
    | succ n ih =>
      -- raise the product of neighbouring polynomials under the centred Gaussian
      have h := integral_raising (He (n + 1) * He n) 0
      have e : X * (He (n + 1) * He n) - derivative (He (n + 1) * He n)
          = He (n + 1) * He (n + 1) - C ((n : ℝ) + 1) * (He n * He n) := by
        rw [derivative_mul, derivative_He_succ]
        linear_combination (-He (n + 1)) * He_succ n
      have split : ∀ x : ℝ, (He (n + 1) * He (n + 1) - C ((n : ℝ) + 1) * (He n * He n)).eval x
          * Real.exp (-(x - 0) ^ 2 / 2)
          = (He (n + 1) * He (n + 1)).eval x * Real.exp (-(x - 0) ^ 2 / 2)
            - ((n : ℝ) + 1) * ((He n * He n).eval x * Real.exp (-(x - 0) ^ 2 / 2)) := by
        intro x
        simp only [eval_sub, eval_mul, eval_C]
        ring
      rw [e, integral_congr_ae (Filter.Eventually.of_forall split),
        integral_sub (integrable_poly_gauss _ 0) ((integrable_poly_gauss _ 0).const_mul _),
        integral_const_mul, ih, zero_mul] at h
      rw [Nat.factorial_succ, Nat.cast_mul, Nat.cast_succ]
      linear_combination h
  have e : ∀ x : ℝ, psi n x ^ 2 = 1 / ((n.factorial : ℝ) * √(2 * Real.pi))
      * ((He n * He n).eval x * Real.exp (-(x - 0) ^ 2 / 2)) := by
    intro x
    have hE : Real.exp (-(x - 0) ^ 2 / 2) = Real.exp (-x ^ 2 / 4) ^ 2 := by
      rw [sq (Real.exp _), ← Real.exp_add]
      congr 1
      ring
    rw [psi, div_pow, Real.sq_sqrt (by positivity), hE, eval_mul]
    ring
  simp_rw [e]
  rw [integral_const_mul, key]
  exact one_div_mul_cancel (by positivity)
```

## Equal frequencies in the two electronic states

Equal frequencies mean that the electronic transition shifts the well without changing its curvature, so both Gaussians have the same width. By hand, this is used in completing the square:

−x²/4 − (x−D)²/4 = −(x − D/2)²/2 − D²/8

The product is a unit-variance Gaussian centred halfway between the wells. The Hermite integral with d = D/2 then gives

∫ ψ_n(x) ψ_0(x−D) dx = e^(−D²/8) (D/2)ⁿ / √(n!)

In `displaced_overlap`, `hE` is the completed square, `integral_hermite_gauss` evaluates the integral, and the remaining lines cancel the normalisation constants.

If the frequencies differ, the product has the wrong width for this integral. Even at D = 0 the 0-to-2 factor is then nonzero, whereas the Poisson formula gives zero.

```lean
/-- The overlap of the `n`-th state with the ground state displaced by `D`. -/
theorem displaced_overlap (n : ℕ) (D : ℝ) :
    ∫ x : ℝ, psi n x * psi 0 (x - D)
      = Real.exp (-D ^ 2 / 8) * (D / 2) ^ n / √(n.factorial : ℝ) := by
  have h0 : He 0 = 1 := by simp [He]
  have e : ∀ x : ℝ, psi n x * psi 0 (x - D)
      = Real.exp (-D ^ 2 / 8) / (√((n.factorial : ℝ) * √(2 * Real.pi)) * √(√(2 * Real.pi)))
        * ((He n).eval x * Real.exp (-(x - D / 2) ^ 2 / 2)) := by
    intro x
    -- complete the square: the product is a Gaussian centred halfway
    have hE : Real.exp (-x ^ 2 / 4) * Real.exp (-(x - D) ^ 2 / 4)
        = Real.exp (-D ^ 2 / 8) * Real.exp (-(x - D / 2) ^ 2 / 2) := by
      rw [← Real.exp_add, ← Real.exp_add]
      congr 1
      ring
    simp only [psi, h0, eval_one, Nat.factorial_zero, Nat.cast_one, one_mul]
    linear_combination ((He n).eval x
      / (√((n.factorial : ℝ) * √(2 * Real.pi)) * √(√(2 * Real.pi)))) * hE
  simp_rw [e]
  rw [integral_const_mul, integral_hermite_gauss,
    Real.sqrt_mul (Nat.cast_nonneg n.factorial : (0 : ℝ) ≤ (n.factorial : ℝ))]
  have hn : √(n.factorial : ℝ) ≠ 0 := by positivity
  have hs0 : √(√(2 * Real.pi)) ≠ 0 := by positivity
  have hs : √(√(2 * Real.pi)) * √(√(2 * Real.pi)) = √(2 * Real.pi) :=
    Real.mul_self_sqrt (Real.sqrt_nonneg _)
  generalize √(√(2 * Real.pi)) = s at hs hs0 ⊢
  rw [← hs]
  field_simp
```

## A start from the vibrational ground state

The initial state has no vibrational quanta, as for a cold molecule. By hand, this makes the initial polynomial equal to 1, so only one Hermite polynomial remains in the overlap; the proof uses it as `h0` in `displaced_overlap`. Squaring the overlap gives

F_n = e^(−D²/4) (D²/4)ⁿ / n! = e^(−S) Sⁿ / n!

This is `franckCondon_poisson`, where `h1` and `h2` square the exponential and the power. For D = 0, only F_0 = 1 survives.

From an excited initial state the law changes: the 1-to-1 factor is e^(−S)(1−S)², which vanishes at S = 1. A warm sample needs a thermal average over initial states.

```lean
/-- The 0-to-`n` Franck-Condon factors of displaced equal-frequency oscillators follow the
Poisson law whose parameter is the Huang-Rhys factor. -/
theorem franckCondon_poisson (n : ℕ) (D : ℝ) :
    franckCondon n D = Real.exp (-huangRhys D) * huangRhys D ^ n / (n.factorial : ℝ) := by
  have h1 : Real.exp (-D ^ 2 / 8) ^ 2 = Real.exp (-(D ^ 2 / 4)) := by
    rw [sq (Real.exp _), ← Real.exp_add]
    congr 1
    ring
  have h2 : ((D / 2) ^ n) ^ 2 = (D ^ 2 / 4) ^ n := by
    rw [← pow_mul, mul_comm n 2, pow_mul]
    congr 1
    ring
  rw [franckCondon, displaced_overlap, div_pow, mul_pow, Real.sq_sqrt (Nat.cast_nonneg _),
    h1, h2, huangRhys]
```

The exponential series gives Σ F_n = 1. For the mean, the n = 0 term vanishes and (n+1) F_(n+1) = S F_n, so

Σ n F_n = S Σ F_n = S

`HasSum` states that each series converges to the given value. The Lean proof shifts the index in the same way, with `hf` as the identity between neighbouring terms. The total of 1 comes from the exponential series and does not use completeness of the oscillator states.

For a single displaced harmonic mode of unchanged frequency, S is therefore both the parameter that fixes the progression and the mean number of quanta excited from the ground state, weighted by the Franck–Condon factors.

```lean
/-- The Franck-Condon factors add up to one, and the mean number of vibrational quanta
weighted by them is the Huang-Rhys factor. -/
theorem franckCondon_sum_rules (D : ℝ) :
    HasSum (fun n : ℕ => franckCondon n D) 1 ∧
      HasSum (fun n : ℕ => (n : ℝ) * franckCondon n D) (huangRhys D) := by
  have total : HasSum (fun n : ℕ => franckCondon n D) 1 := by
    have h : HasSum (fun n : ℕ => huangRhys D ^ n / (n.factorial : ℝ))
        (Real.exp (huangRhys D)) := by
      rw [Real.exp_eq_exp_ℝ]
      exact NormedSpace.expSeries_div_hasSum_exp (huangRhys D)
    have h' := h.mul_left (Real.exp (-huangRhys D))
    rw [← Real.exp_add, neg_add_cancel, Real.exp_zero] at h'
    refine h'.congr_fun ?_
    intro n
    rw [franckCondon_poisson, mul_div_assoc]
  refine ⟨total, (hasSum_nat_add_iff' 1).mp ?_⟩
  -- shifting the index by one quantum brings out a factor `S`
  have hf : (fun n : ℕ => ((n + 1 : ℕ) : ℝ) * franckCondon (n + 1) D)
      = fun n : ℕ => huangRhys D * franckCondon n D := by
    funext n
    have hn : ((n + 1 : ℕ) : ℝ) ≠ 0 := Nat.cast_ne_zero.mpr (Nat.succ_ne_zero n)
    rw [franckCondon_poisson, franckCondon_poisson, Nat.factorial_succ, Nat.cast_mul,
      ← mul_div_assoc, mul_div_mul_left _ _ hn]
    ring
  have hv : huangRhys D - ∑ i ∈ Finset.range 1, (i : ℝ) * franckCondon i D
      = huangRhys D * 1 := by simp
  have h : HasSum (fun n : ℕ => huangRhys D * franckCondon n D) (huangRhys D * 1) :=
    total.mul_left (huangRhys D)
  rw [← hf, ← hv] at h
  exact h

end

end FranckCondon
```

```lean
#print axioms FranckCondon.schrodinger
#print axioms FranckCondon.psi_normalised
#print axioms FranckCondon.franckCondon_poisson
#print axioms FranckCondon.franckCondon_sum_rules
```

```
'FranckCondon.schrodinger' depends on axioms: [propext, Classical.choice, Quot.sound]
'FranckCondon.psi_normalised' depends on axioms: [propext, Classical.choice, Quot.sound]
'FranckCondon.franckCondon_poisson' depends on axioms: [propext, Classical.choice, Quot.sound]
'FranckCondon.franckCondon_sum_rules' depends on axioms: [propext, Classical.choice, Quot.sound]
```
